# The Laplacian of a Central Perturbation Fixes the First-Order 2p–2s Splitting in Hydrogen

Knowing the sign of a weak central potential V(r) is not enough to tell which of the hydrogen levels 2s and 2p it pushes higher. The 2s electron has more density than the 2p electron both close to the nucleus and far from it, and less in between, so the contributions to the splitting compete. Two integrations by parts replace this sign-changing weight by a positive one, acting on the Laplacian of V.

## From the density difference to the Laplacian

Measure r in Bohr radii. The normalised radial densities, with the factor r² included, are

ρ₂p = r⁴ e^(−r) / 24

ρ₂s = r² (1 − r/2)² e^(−r) / 2

Write ⟨V⟩ for the integral of ρV over r > 0, and ΔV = V″ + 2V′/r. The claim is

⟨V⟩₂p − ⟨V⟩₂s = −(1/12) ∫₀^∞ r⁴ e^(−r) ΔV dr

Expanding the square gives

12(ρ₂p − ρ₂s) = (−6r² + 6r³ − r⁴) e^(−r)

Now take

F = r⁴ e^(−r) V′ − (2r³ − r⁴) e^(−r) V

The product rule gives

F′ = r⁴ e^(−r) V″ + [(4r³ − r⁴) − (2r³ − r⁴)] e^(−r) V′ − [(6r² − 4r³) − (2r³ − r⁴)] e^(−r) V

The V′ bracket is 2r³, and the V term is the density difference above. Hence

F′ = r⁴ e^(−r) ΔV + 12(ρ₂p − ρ₂s) V

Suppose rV, r²V′ and r³V″ are continuous and polynomially bounded on r > 0. Then all three integrals converge, because e^(−r) beats any power. Moreover,

F = r e^(−r) G, with G = r(r²V′) + (r² − 2r)(rV)

Since G is polynomially bounded, F vanishes at the origin and at infinity. Integrating F′ gives zero, which is the claim.

Without relativistic corrections, the 2s and 2p levels of hydrogen coincide. A central perturbation mixes neither 2s with 2p nor the three 2p orbitals with one another, so these averages are the first-order energy shifts and their difference is the splitting. For a valence electron repelled by a fixed spherical cloud of other electrons, treated to first order with hydrogen orbitals, ΔV ≤ 0 and 2p does not lie below 2s.

## Densities and admissible potentials in Lean

```lean
import Mathlib

open Set Filter Topology MeasureTheory
open Real (exp)

namespace HydrogenLevelOrdering

noncomputable section
```

The densities enter as explicit functions; they are not derived from the Schrödinger equation.

```lean
/-- Radial density of the hydrogen 2p state in atomic units. -/
def density2p (r : ℝ) : ℝ := r ^ 4 * exp (-r) / 24

/-- Radial density of the hydrogen 2s state in atomic units. -/
def density2s (r : ℝ) : ℝ := r ^ 2 * (1 - r / 2) ^ 2 * exp (-r) / 2
```

The functions `V₁` and `V₂` stand for V′ and V″.

```lean
/-- The Laplacian `V'' + 2 V' / r` of a central potential, for `r > 0`, from its first and
second radial derivatives `V₁` and `V₂`. -/
def radialLaplacian (V₁ V₂ : ℝ → ℝ) (r : ℝ) : ℝ := V₂ r + 2 * V₁ r / r

/-- A function that is continuous and polynomially bounded on `r > 0`. -/
def PolyGrowth (f : ℝ → ℝ) : Prop :=
  ContinuousOn f (Ioi 0) ∧ ∃ (C : ℝ) (n : ℕ), ∀ r : ℝ, 0 < r → |f r| ≤ C * (1 + r) ^ n
```

The next structure ties the three functions together through `HasDerivAt`. Its growth conditions admit a Coulomb singularity at the nucleus and exclude exponential growth at large distance.

```lean
/-- A central potential `V` with radial derivatives `V₁`, `V₂` on `r > 0`, such that
`r V`, `r² V₁` and `r³ V₂` are continuous and polynomially bounded there. -/
structure CentralPotential (V V₁ V₂ : ℝ → ℝ) : Prop where
  deriv₀ : ∀ r : ℝ, 0 < r → HasDerivAt V (V₁ r) r
  deriv₁ : ∀ r : ℝ, 0 < r → HasDerivAt V₁ (V₂ r) r
  growth₀ : PolyGrowth fun r => r * V r
  growth₁ : PolyGrowth fun r => r ^ 2 * V₁ r
  growth₂ : PolyGrowth fun r => r ^ 3 * V₂ r
```

## Growth bounds and convergence

Constants satisfy the growth condition, which will serve for the Coulomb potential.

```lean
/-- A function that is constant on `r > 0` is continuous and polynomially bounded there. -/
theorem PolyGrowth.of_eq_const {f : ℝ → ℝ} (c : ℝ) (h : ∀ r : ℝ, 0 < r → f r = c) :
    PolyGrowth f :=
  ⟨continuousOn_const.congr (fun r hr => h r hr), |c|, 0, fun r hr => by simp [h r hr]⟩
```

Combinations with powers of r also satisfy it: each term is bounded separately, and both bounds are raised to a common exponent.

```lean
/-- Polynomial growth survives multiplication by powers of `r` and addition. -/
theorem PolyGrowth.combine {f g : ℝ → ℝ} (hf : PolyGrowth f) (hg : PolyGrowth g)
    (a b : ℝ) (k l : ℕ) : PolyGrowth fun r => a * r ^ k * f r + b * r ^ l * g r := by
  obtain ⟨hfc, C, n, hC⟩ := hf
  obtain ⟨hgc, D, m, hD⟩ := hg
  refine ⟨by fun_prop, |a| * C + |b| * D, k + n + (l + m), fun r hr => ?_⟩
  have term : ∀ (c B x : ℝ) (j p N : ℕ), |x| ≤ B * (1 + r) ^ p → j + p ≤ N →
      |c * r ^ j * x| ≤ |c| * B * (1 + r) ^ N := by
    intro c B x j p N hx hN
    have hp : 0 < (1 + r) ^ p := by positivity
    have hB : 0 ≤ B := le_of_mul_le_mul_right
      (by rw [zero_mul]; exact (abs_nonneg x).trans hx) hp
    calc |c * r ^ j * x| = |c| * (r ^ j * |x|) := by
          rw [abs_mul, abs_mul, abs_of_pos (pow_pos hr j), mul_assoc]
      _ ≤ |c| * ((1 + r) ^ j * (B * (1 + r) ^ p)) := by
          gcongr
          linarith
      _ = |c| * B * (1 + r) ^ (j + p) := by ring
      _ ≤ |c| * B * (1 + r) ^ N :=
          mul_le_mul_of_nonneg_left (pow_le_pow_right₀ (by linarith) hN) (by positivity)
  have ha := term a C _ k n (k + n + (l + m)) (hC r hr) (by omega)
  have hb := term b D _ l m (k + n + (l + m)) (hD r hr) (by omega)
  exact (abs_add_le _ _).trans ((add_le_add ha hb).trans_eq (by ring))
```

For decay, the exponential series supplies

(1 + r)ⁿ ≤ 2ⁿ n! e^((1+r)/2)

Multiplying by e^(−r) leaves a constant times e^(−r/2), which is integrable.

```lean
/-- The factor `exp (-r)` turns polynomial growth into decay at least as fast as
`exp (-r/2)`, and makes the function integrable on `r > 0`. -/
theorem PolyGrowth.decay {f : ℝ → ℝ} (hf : PolyGrowth f) :
    (∃ K : ℝ, ∀ r : ℝ, 0 < r → |exp (-r) * f r| ≤ K * exp (-(1 / 2) * r)) ∧
      IntegrableOn (fun r => exp (-r) * f r) (Ioi 0) := by
  obtain ⟨hc, C, n, hC⟩ := hf
  have hb : ∀ r : ℝ, 0 < r → |exp (-r) * f r| ≤
      (|C| * n.factorial * 2 ^ n * exp (1 / 2)) * exp (-(1 / 2) * r) := by
    intro r hr
    -- a power is dominated by the exponential series
    have h1 := Real.pow_div_factorial_le_exp ((1 + r) / 2) (by positivity) n
    rw [div_le_iff₀ (by positivity), div_pow, div_le_iff₀ (by positivity)] at h1
    have h2 : exp (-r) * exp ((1 + r) / 2) = exp (1 / 2) * exp (-(1 / 2) * r) := by
      rw [← Real.exp_add, ← Real.exp_add]
      congr 1
      ring
    calc |exp (-r) * f r| = exp (-r) * |f r| := by
          rw [abs_mul, abs_of_pos (Real.exp_pos _)]
      _ ≤ exp (-r) * (|C| * (exp ((1 + r) / 2) * n.factorial * 2 ^ n)) :=
          mul_le_mul_of_nonneg_left ((hC r hr).trans
            (mul_le_mul (le_abs_self C) h1 (by positivity) (abs_nonneg C)))
            (Real.exp_pos _).le
      _ = _ := by linear_combination |C| * n.factorial * 2 ^ n * h2
  refine ⟨⟨_, hb⟩, Integrable.mono' (Integrable.const_mul
    (exp_neg_integrableOn_Ioi 0 (by norm_num : (0 : ℝ) < 1 / 2)) _)
    (ContinuousOn.aestronglyMeasurable (by fun_prop) measurableSet_Ioi)
    (ae_restrict_of_forall_mem measurableSet_Ioi fun r hr => hb r hr)⟩
```

Potentials that are C² on [0,∞), with V, V′ and V″ polynomially bounded, are therefore admissible.

```lean
/-- A twice differentiable `V` is admissible if `V`, `V'` and `V''` are themselves continuous
and polynomially bounded on `r > 0`. -/
theorem CentralPotential.of_regular {V V₁ V₂ : ℝ → ℝ}
    (d₀ : ∀ r : ℝ, 0 < r → HasDerivAt V (V₁ r) r)
    (d₁ : ∀ r : ℝ, 0 < r → HasDerivAt V₁ (V₂ r) r)
    (h₀ : PolyGrowth V) (h₁ : PolyGrowth V₁) (h₂ : PolyGrowth V₂) :
    CentralPotential V V₁ V₂ :=
  ⟨d₀, d₁, by simpa using h₀.combine h₀ 1 0 1 0, by simpa using h₁.combine h₁ 1 0 2 0,
    by simpa using h₂.combine h₂ 1 0 3 0⟩
```

Each of the three integrands is e^(−r) times a combination of the controlled products. For example, ρ₂pV is e^(−r)(r³/24)(rV).

```lean
/-- The 2p and 2s averages of an admissible potential and the weighted integral of its
Laplacian all converge. -/
theorem integrable_averages {V V₁ V₂ : ℝ → ℝ} (h : CentralPotential V V₁ V₂) :
    IntegrableOn (fun r => density2p r * V r) (Ioi 0) ∧
    IntegrableOn (fun r => density2s r * V r) (Ioi 0) ∧
    IntegrableOn (fun r => r ^ 4 * exp (-r) * radialLaplacian V₁ V₂ r) (Ioi 0) := by
  have g := h.growth₀
  refine ⟨(g.combine g (1 / 24) 0 3 0).decay.2.congr_fun (fun r _ => ?_) measurableSet_Ioi,
    ((g.combine g (1 / 2) (-1 / 2) 1 2).combine g 1 (1 / 8) 0 3).decay.2.congr_fun
      (fun r _ => ?_) measurableSet_Ioi,
    (h.growth₂.combine h.growth₁ 1 2 1 1).decay.2.congr_fun
      (fun r hr => ?_) measurableSet_Ioi⟩
  · simp only [density2p]
    ring
  · simp only [density2s]
    ring
  · have e : r * r⁻¹ = 1 := mul_inv_cancel₀ (ne_of_gt hr)
    simp only [radialLaplacian]
    linear_combination (-(2 * r ^ 3 * exp (-r) * V₁ r)) * e
```

## The splitting identity

The theorem equates the difference of the two averages with the weighted Laplacian integral for every admissible V. It concerns first-order averages for this one pair of levels, not the exact eigenvalues of a perturbed Hamiltonian.

The proof uses the same F and G as above. `c0` and `cinf` establish the limits at the origin and at infinity by squeezing, and `dF` is the product-rule calculation. The fundamental theorem of calculus on the half-line then gives `key`, from which `linarith` isolates the difference.

```lean
/-- First-order level splitting: the 2p average of an admissible central potential minus its
2s average is `-1/12` times the integral of `r⁴ exp (-r)` times its Laplacian. -/
theorem level_splitting {V V₁ V₂ : ℝ → ℝ} (h : CentralPotential V V₁ V₂) :
    (∫ r in Ioi 0, density2p r * V r) - (∫ r in Ioi 0, density2s r * V r) =
      -(1 / 12) * ∫ r in Ioi 0, r ^ 4 * exp (-r) * radialLaplacian V₁ V₂ r := by
  obtain ⟨hp, hs, hl⟩ := integrable_averages h
  -- the boundary term of the two integrations by parts
  let F : ℝ → ℝ := fun r => r ^ 4 * exp (-r) * V₁ r - (2 * r ^ 3 - r ^ 4) * exp (-r) * V r
  let G : ℝ → ℝ := fun r => r ^ 3 * V₁ r + (r ^ 3 - 2 * r ^ 2) * V r
  have hF : ∀ r, F r = exp (-r) * (r * G r) := fun r => by
    simp only [F, G]
    ring
  have hF0 : F 0 = 0 := by rw [hF]; ring
  have hG : PolyGrowth G := by
    refine cast (congrArg PolyGrowth (funext fun r => ?_))
      ((h.growth₀.combine h.growth₀ (-2) 1 1 2).combine h.growth₁ 1 1 0 1)
    simp only [G]
    ring
  obtain ⟨K, hK⟩ := hG.decay.1
  obtain ⟨L, hL⟩ := (hG.combine hG 1 0 1 0).decay.1
  have c0 : ContinuousWithinAt F (Ici 0) 0 := by
    rw [ContinuousWithinAt, hF0]
    refine squeeze_zero_norm' (a := fun r => r * (K * exp (-(1 / 2) * r))) ?_ ?_
    · filter_upwards [self_mem_nhdsWithin] with r hr
      rcases eq_or_lt_of_le (show (0 : ℝ) ≤ r from hr) with h0 | h0
      · rw [← h0, hF0]
        simp
      · rw [Real.norm_eq_abs, hF, mul_left_comm, abs_mul, abs_of_pos h0]
        exact mul_le_mul_of_nonneg_left (hK r h0) h0.le
    · have hc : Continuous fun r : ℝ => r * (K * exp (-(1 / 2) * r)) := by fun_prop
      have t := hc.tendsto 0
      simp only [zero_mul] at t
      exact t.mono_left nhdsWithin_le_nhds
  have cinf : Tendsto F atTop (𝓝 0) := by
    have t0 : Tendsto (fun r : ℝ => -(1 / 2) * r) atTop atBot :=
      tendsto_id.const_mul_atTop_of_neg (by norm_num)
    have t := (Real.tendsto_exp_atBot.comp t0).const_mul L
    rw [mul_zero] at t
    refine squeeze_zero_norm' ?_ t
    filter_upwards [eventually_gt_atTop 0] with r hr
    have b := hL r hr
    simp only [one_mul, pow_one, zero_mul, add_zero] at b
    rw [Real.norm_eq_abs, hF]
    exact b
  have dF : ∀ r ∈ Ioi (0 : ℝ), HasDerivAt F (r ^ 4 * exp (-r) * radialLaplacian V₁ V₂ r +
      12 * (density2p r * V r - density2s r * V r)) r := by
    intro r hr
    have he : HasDerivAt (fun x : ℝ => exp (-x)) (-exp (-r)) r := by
      simpa using (hasDerivAt_neg' r).exp
    have p4 : HasDerivAt (fun x : ℝ => x ^ 4) (4 * r ^ 3) r := by
      simpa using hasDerivAt_pow 4 r
    have p3 : HasDerivAt (fun x : ℝ => x ^ 3) (3 * r ^ 2) r := by
      simpa using hasDerivAt_pow 3 r
    refine (((p4.fun_mul he).fun_mul (h.deriv₁ r hr)).fun_sub
      ((((p3.const_mul 2).fun_sub p4).fun_mul he).fun_mul (h.deriv₀ r hr))).congr_deriv ?_
    have e : r * r⁻¹ = 1 := mul_inv_cancel₀ (ne_of_gt hr)
    simp only [density2p, density2s, radialLaplacian]
    linear_combination (-(2 * r ^ 3 * exp (-r) * V₁ r)) * e
  have hd : Integrable (fun r => density2p r * V r - density2s r * V r)
      (volume.restrict (Ioi 0)) := Integrable.sub hp hs
  have key := integral_Ioi_of_hasDerivAt_of_tendsto c0 dF
    (Integrable.add hl (hd.const_mul 12)) cinf
  rw [integral_add hl (hd.const_mul 12), integral_const_mul, integral_sub hp hs, hF0] at key
  linarith
```

## Ordering and the Coulomb case

If ΔV ≥ 0 for all r > 0, the integral on the right is nonnegative, so the 2p average is at most the 2s average. Applying this to −V gives the reverse order when ΔV ≤ 0, as for the electron cloud.

```lean
/-- If the Laplacian of an admissible potential is nonnegative for all `r > 0`, its 2p average
does not exceed its 2s average. -/
theorem level_ordering {V V₁ V₂ : ℝ → ℝ} (h : CentralPotential V V₁ V₂)
    (hΔ : ∀ r : ℝ, 0 < r → 0 ≤ radialLaplacian V₁ V₂ r) :
    ∫ r in Ioi 0, density2p r * V r ≤ ∫ r in Ioi 0, density2s r * V r := by
  have h1 := level_splitting h
  have h2 : 0 ≤ ∫ r in Ioi 0, r ^ 4 * exp (-r) * radialLaplacian V₁ V₂ r :=
    setIntegral_nonneg measurableSet_Ioi fun r hr => mul_nonneg (by positivity) (hΔ r hr)
  linarith
```

For V = 1/r, the products rV, r²V′ and r³V″ are the constants 1, −1 and 2, so the potential is admissible. Its Laplacian vanishes for r > 0, and the two averages agree: to first order, a small change in nuclear charge shifts 2s and 2p equally.

```lean
/-- The Coulomb potential `1/r` has the same average in the 2p and 2s states. -/
theorem coulomb_degeneracy :
    ∫ r in Ioi 0, density2p r * r⁻¹ = ∫ r in Ioi 0, density2s r * r⁻¹ := by
  have h : CentralPotential (fun r => r⁻¹) (fun r => -(r⁻¹ * r⁻¹)) (fun r => 2 * r⁻¹ ^ 3) := by
    refine ⟨fun r hr => (hasDerivAt_inv hr.ne').congr_deriv (by ring), fun r hr => ?_,
      .of_eq_const 1 fun r hr => ?_, .of_eq_const (-1) fun r hr => ?_,
      .of_eq_const 2 fun r hr => ?_⟩
    · have i := hasDerivAt_inv hr.ne'
      exact (i.fun_mul i).fun_neg.congr_deriv (by ring)
    all_goals field_simp
  have h1 := level_splitting h
  -- the Laplacian of 1/r vanishes away from the origin
  have h2 : ∫ r in Ioi (0 : ℝ), r ^ 4 * exp (-r) *
      radialLaplacian (fun r => -(r⁻¹ * r⁻¹)) (fun r => 2 * r⁻¹ ^ 3) r = 0 := by
    refine setIntegral_eq_zero_of_forall_eq_zero fun r _ => ?_
    simp only [radialLaplacian]
    ring
  rw [h2] at h1
  linarith

end

end HydrogenLevelOrdering
```

```lean
#print axioms HydrogenLevelOrdering.CentralPotential.of_regular
#print axioms HydrogenLevelOrdering.level_splitting
#print axioms HydrogenLevelOrdering.level_ordering
#print axioms HydrogenLevelOrdering.coulomb_degeneracy
```

```
'HydrogenLevelOrdering.CentralPotential.of_regular' depends on axioms: [propext, Classical.choice, Quot.sound]
'HydrogenLevelOrdering.level_splitting' depends on axioms: [propext, Classical.choice, Quot.sound]
'HydrogenLevelOrdering.level_ordering' depends on axioms: [propext, Classical.choice, Quot.sound]
'HydrogenLevelOrdering.coulomb_degeneracy' depends on axioms: [propext, Classical.choice, Quot.sound]
```
